# At energy −E below the band, the decay rate of the three-point kinetic stencil tends to √(2E) as the grid is refined

Let $h>0$ be the grid spacing and $-E<0$ the energy, in units with $\hbar=m=1$. Put
$$\kappa=1+\frac{2}{Eh^2},\qquad q=\frac{\sqrt\kappa-1}{\sqrt\kappa+1},\qquad r=-\frac{\ln q}{h}.$$
Then $\cosh(hr)=1+Eh^2$ and
$$\frac{\ln(1+Eh^2)}{h}<r<\sqrt{2E}.$$
As $h\to0^+$ at fixed $E$, the rate $r$ tends to $\sqrt{2E}$, while the lower bound, the gap-over-width rate, tends to $0$.

## A free particle below its band

On functions $f$ of the site index $j\in\mathbb Z$, the kinetic energy $-\tfrac12\,d^2/dx^2$ becomes
$$(Tf)_j=-\frac{f_{j+1}-2f_j+f_{j-1}}{2h^2}.$$
Since $\cos(\theta(j+1))+\cos(\theta(j-1))=2\cos\theta\cos(\theta j)$, the wave $\cos(\theta j)$ has kinetic energy $(1-\cos\theta)/h^2$. These energies fill $[0,2/h^2]$. The condition $E>0$ places the energy $-E$ below this band, as in the tail of a bound state. Measured from $-E$, the band is $[E,\,E+2/h^2]=[E,\kappa E]$, so $\kappa$ is the condition number of $T+E$.

The gap-over-width rate compares the gap $E$ with the half-width $1/h^2$. It is the rate obtained by expanding $(T+E)^{-1}$ in powers of the nearest-neighbour average and bounding the terms that reach site $j$.

Decay bounds for inverses such as $(T+E)^{-1}$ can enter sparsity estimates in linear-scaling methods. In this non-interacting, one-dimensional model with constant potential, the cruder rate tends to zero as the grid is refined at fixed $E$, although the true rate does not.

## From the condition number to the Green's function

Write $s=\sqrt\kappa$. Since $s>1$, we have $0<q<1$ and $r>0$. With $e^{-hr}=q$,
$$\cosh(hr)=\frac12\left(q+\frac1q\right)=\frac{(s-1)^2+(s+1)^2}{2(s^2-1)}=\frac{\kappa+1}{\kappa-1}=1+Eh^2.$$

Now let $G_j=C\,e^{-hr|j|}$ with $C=h^2/\sinh(hr)$. For $j\neq0$ the neighbours satisfy $G_{j+1}+G_{j-1}=2\cosh(hr)\,G_j$, hence
$$(TG)_j=\frac{1-\cosh(hr)}{h^2}\,G_j=-E\,G_j.$$
At $j=0$ both neighbours equal $Ce^{-hr}$, and
$$(TG)_0+EG_0=\frac{C}{h^2}\left(1+Eh^2-e^{-hr}\right)=\frac{C}{h^2}\left(\cosh(hr)-e^{-hr}\right)=\frac{C\sinh(hr)}{h^2}=1.$$
So $G$ solves $(T+E)G=\delta_0$, and $r$ is its decay rate per unit length.

## The bounds and the two limits

The half-angle formula $\cosh x=1+2\sinh^2(x/2)$ gives $\sinh^2(hr/2)=Eh^2/2$. Taking the positive root,
$$r=\frac2h\,\operatorname{arsinh}\!\left(h\sqrt{E/2}\right).$$
For $y>0$, $\operatorname{arsinh}y<y$, so $r<2\sqrt{E/2}=\sqrt{2E}$. For the other side, $1+Eh^2=\cosh(hr)<e^{hr}$; take logarithms and divide by $h$.

The slope of $\operatorname{arsinh}$ at $0$ is $1$, so $r\to2\sqrt{E/2}=\sqrt{2E}$. Finally, $0\le\ln(1+Eh^2)\le Eh^2$ puts the gap-over-width rate between $0$ and $Eh$.

## The stencil and its rates as Lean functions

`kinetic h f j` is $(Tf)_j$ for a real function `f : ℤ → ℝ` on the infinite grid. `cond E h`, `ratio E h`, `rate E h` and `gapRate E h` are $\kappa$, $q$, $r$ and $\ln(1+Eh^2)/h$; `green E h j` is $G_j$. The hypotheses `hE : 0 < E` and `hh : 0 < h` carry the physical conditions.

- `kinetic_planeWave` and `shifted_band` give the wave energies and say that, shifted by $E$, they fill exactly $[E,\kappa E]$.
- `cosh_rate` states $r>0$ and the cosh relation; `rate_eq_arsinh` gives the closed form.
- `green_equation` states $(T+E)G=\delta_0$ at every site. The source is a Kronecker delta, equal to 1 at one site; a source of unit integral would require dividing $G$ by $h$.
- `rate_bounds` contains both strict inequalities, and `continuum_limit` both limits.

No Hilbert space is set up: the condition number is read off from the wave energies, and $G$ is shown to solve the equation, without a uniqueness statement. Boundaries, varying potentials and higher dimensions are not treated.

The direction of the limit needs care. The filter `𝓝[>] 0` lets $h$ approach zero through positive values only. With `𝓝[≠] 0` the first limit would be false: $q$ depends on $h^2$, so the formula for $r$ changes sign with $h$ and tends to $-\sqrt{2E}$ from the left.

```lean
import Mathlib

open Filter Topology

namespace StencilDecay

noncomputable section

/-- The three-point stencil for the kinetic energy `-(1/2) d²/dx²` on a grid of spacing `h ≠ 0`. -/
def kinetic (h : ℝ) (f : ℤ → ℝ) (j : ℤ) : ℝ :=
  -(f (j + 1) - 2 * f j + f (j - 1)) / (2 * h ^ 2)

/-- The condition number `κ = 1 + 2/(E h²)` of the shifted stencil, for `E > 0` and `h > 0`. -/
def cond (E h : ℝ) : ℝ := 1 + 2 / (E * h ^ 2)

/-- The decay factor per grid point, `q = (√κ - 1)/(√κ + 1)`, for `E > 0` and `h > 0`. -/
def ratio (E h : ℝ) : ℝ := (√(cond E h) - 1) / (√(cond E h) + 1)

/-- The decay rate per unit length, `r = -ln(q)/h`, for `E > 0` and `h > 0`. -/
def rate (E h : ℝ) : ℝ := -Real.log (ratio E h) / h

/-- The gap-over-width rate `ln(1 + E h²)/h`, for `E > 0` and `h > 0`; here `E h²` is the gap `E`
divided by the half-width `1/h²` of the band. -/
def gapRate (E h : ℝ) : ℝ := Real.log (1 + E * h ^ 2) / h

/-- The lattice function `h²/sinh(h r) · exp(-h r |j|)`, for `E > 0` and `h > 0`. -/
def green (E h : ℝ) (j : ℤ) : ℝ :=
  h ^ 2 / Real.sinh (h * rate E h) * Real.exp (-(h * rate E h * |(j : ℝ)|))

variable {E h : ℝ}

/-- The standing wave `cos(θ j)` is an eigenfunction of the stencil with kinetic energy
`(1 - cos θ)/h²`. -/
theorem kinetic_planeWave (h θ : ℝ) (j : ℤ) :
    kinetic h (fun k => Real.cos (θ * k)) j = (1 - Real.cos θ) / h ^ 2 * Real.cos (θ * j) := by
  simp only [kinetic]
  push_cast
  rw [mul_add, mul_sub, mul_one, Real.cos_add, Real.cos_sub]
  ring

/-- For `E > 0` and `h > 0` the band energies, measured from `-E`, fill exactly the interval
from `E` to `κ E`. -/
theorem shifted_band (hE : 0 < E) (hh : 0 < h) :
    Set.range (fun θ : ℝ => E + (1 - Real.cos θ) / h ^ 2) = Set.Icc E (cond E h * E) := by
  have h2 : 0 < h ^ 2 := by positivity
  have kE : cond E h * E = E + 2 / h ^ 2 := by
    have : 2 / (E * h ^ 2) * E = 2 / h ^ 2 := by field_simp
    unfold cond
    linear_combination this
  rw [kE]
  ext y
  simp only [Set.mem_range, Set.mem_Icc]
  constructor
  · rintro ⟨θ, rfl⟩
    have a := div_nonneg (sub_nonneg.2 (Real.cos_le_one θ)) h2.le
    have b : (1 - Real.cos θ) / h ^ 2 ≤ 2 / h ^ 2 := by
      rw [div_le_div_iff_of_pos_right h2]
      linarith [Real.neg_one_le_cos θ]
    exact ⟨by linarith, by linarith⟩
  · rintro ⟨a, b⟩
    have c : (y - E) * h ^ 2 ≤ 2 := (le_div_iff₀ h2).1 (by linarith)
    have d : 0 ≤ (y - E) * h ^ 2 := mul_nonneg (by linarith) h2.le
    refine ⟨Real.arccos (1 - h ^ 2 * (y - E)), ?_⟩
    rw [Real.cos_arccos (by linarith) (by linarith), sub_sub_cancel,
      mul_div_cancel_left₀ _ h2.ne']
    ring

/-- For `E > 0` and `h > 0` the square root of the condition number exceeds one. -/
theorem one_lt_sqrt_cond (hE : 0 < E) (hh : 0 < h) : 1 < √(cond E h) := by
  have : 0 < 2 / (E * h ^ 2) := by positivity
  exact Real.lt_sqrt_of_sq_lt (by unfold cond; linarith)

/-- For `E > 0` and `h > 0` the decay rate is positive and obeys `cosh(h r) = 1 + E h²`. -/
theorem cosh_rate (hE : 0 < E) (hh : 0 < h) :
    0 < rate E h ∧ Real.cosh (h * rate E h) = 1 + E * h ^ 2 := by
  have hs := one_lt_sqrt_cond hE hh
  have q0 : 0 < ratio E h := div_pos (by linarith) (by linarith)
  have q1 : ratio E h < 1 := (div_lt_one (by linarith)).2 (by linarith)
  refine ⟨div_pos (neg_pos.2 (Real.log_neg q0 q1)) hh, ?_⟩
  have hx : h * rate E h = -Real.log (ratio E h) := by
    unfold rate
    field_simp
  have key : E * h ^ 2 * (√(cond E h) ^ 2 - 1) = 2 := by
    rw [Real.sq_sqrt (by unfold cond; positivity), cond, add_sub_cancel_left]
    field_simp
  -- the hyperbolic cosine is the mean of `q` and `1/q`
  rw [Real.cosh_eq, hx, neg_neg, Real.exp_neg, Real.exp_log q0, ratio, inv_div]
  have n1 : √(cond E h) - 1 ≠ 0 := by linarith
  have n2 : √(cond E h) + 1 ≠ 0 := by linarith
  rw [div_add_div _ _ n1 n2, div_div, div_eq_iff (mul_ne_zero (mul_ne_zero n1 n2) two_ne_zero)]
  linear_combination (-2) * key

/-- For `E > 0` and `h > 0` the function `green` solves `(T + E) G = δ₀` on the infinite grid,
where `T` is the kinetic stencil. -/
theorem green_equation (hE : 0 < E) (hh : 0 < h) (j : ℤ) :
    kinetic h (green E h) j + E * green E h j = if j = 0 then 1 else 0 := by
  obtain ⟨hr, hc⟩ := cosh_rate hE hh
  have hs : 0 < Real.sinh (h * rate E h) := Real.sinh_pos_iff.2 (mul_pos hh hr)
  have hS := Real.sinh_eq (h * rate E h)
  rw [Real.cosh_eq] at hc
  have h2 : 2 * h ^ 2 ≠ 0 := by positivity
  obtain ⟨C, hC⟩ : ∃ C, C = h ^ 2 / Real.sinh (h * rate E h) := ⟨_, rfl⟩
  have g : ∀ k : ℤ, green E h k = C * Real.exp (-(h * rate E h * |(k : ℝ)|)) := by
    intro k
    rw [hC, green]
  have hCS : C * Real.sinh (h * rate E h) = h ^ 2 := by
    rw [hC]
    exact div_mul_cancel₀ _ hs.ne'
  -- away from the source the two neighbours add up to `2 cosh(h r)` times the centre
  have step : ∀ e X Y : ℝ, (X + Y) / 2 = 1 + E * h ^ 2 →
      -(C * (e * X) - 2 * (C * e) + C * (e * Y)) / (2 * h ^ 2) + E * (C * e) = 0 := by
    intro e X Y hXY
    have : C * (e * X) - 2 * (C * e) + C * (e * Y) = 2 * h ^ 2 * (E * (C * e)) := by
      linear_combination 2 * C * e * hXY
    rw [this, neg_div, mul_div_cancel_left₀ _ h2]
    ring
  unfold kinetic
  rcases lt_trichotomy j 0 with hj | rfl | hj
  · have hj' : (j : ℝ) ≤ -1 := by exact_mod_cast (by omega : j ≤ -1)
    rw [if_neg hj.ne, g (j + 1), g j, g (j - 1)]
    push_cast
    rw [abs_of_nonpos (by linarith : (j : ℝ) + 1 ≤ 0),
      abs_of_nonpos (by linarith : (j : ℝ) - 1 ≤ 0), abs_of_nonpos (by linarith : (j : ℝ) ≤ 0),
      show -(h * rate E h * -((j : ℝ) + 1)) = -(h * rate E h * -(j : ℝ)) + h * rate E h by ring,
      show -(h * rate E h * -((j : ℝ) - 1)) = -(h * rate E h * -(j : ℝ)) + -(h * rate E h) by ring,
      Real.exp_add, Real.exp_add]
    exact step _ _ _ hc
  · have g0 : green E h 0 = C := by rw [g]; simp
    have g1 : green E h (0 + 1) = C * Real.exp (-(h * rate E h)) := by rw [g]; simp
    have gm : green E h (0 - 1) = C * Real.exp (-(h * rate E h)) := by rw [g]; simp
    rw [if_pos rfl, g1, gm, g0]
    -- at the source the kink of the exponential supplies the 1 on the right-hand side
    have : C * Real.exp (-(h * rate E h)) - 2 * C + C * Real.exp (-(h * rate E h))
        = 2 * h ^ 2 * (E * C - 1) := by
      linear_combination (-2) * hCS + 2 * C * hS + 2 * C * hc
    rw [this, neg_div, mul_div_cancel_left₀ _ h2]
    ring
  · have hj' : (1 : ℝ) ≤ j := by exact_mod_cast (by omega : 1 ≤ j)
    rw [if_neg hj.ne', g (j + 1), g j, g (j - 1)]
    push_cast
    rw [abs_of_nonneg (by linarith : 0 ≤ (j : ℝ) + 1),
      abs_of_nonneg (by linarith : 0 ≤ (j : ℝ) - 1), abs_of_nonneg (by linarith : 0 ≤ (j : ℝ)),
      show -(h * rate E h * ((j : ℝ) + 1)) = -(h * rate E h * (j : ℝ)) + -(h * rate E h) by ring,
      show -(h * rate E h * ((j : ℝ) - 1)) = -(h * rate E h * (j : ℝ)) + h * rate E h by ring,
      Real.exp_add, Real.exp_add]
    exact step _ _ _ (by linarith)

/-- For `E > 0` and `h > 0` the decay rate has the closed form `r = (2/h) arsinh(h √(E/2))`. -/
theorem rate_eq_arsinh (hE : 0 < E) (hh : 0 < h) :
    rate E h = 2 * Real.arsinh (h * √(E / 2)) / h := by
  obtain ⟨hr, hc⟩ := cosh_rate hE hh
  have c := Real.cosh_two_mul (h * rate E h / 2)
  rw [show 2 * (h * rate E h / 2) = h * rate E h by ring, Real.cosh_sq, hc] at c
  have s : Real.sinh (h * rate E h / 2) = h * √(E / 2) := by
    refine (sq_eq_sq₀ (Real.sinh_nonneg_iff.2 (by positivity)) (by positivity)).1 ?_
    rw [mul_pow, Real.sq_sqrt (by positivity)]
    linear_combination (-1 / 2) * c
  rw [← s, Real.arsinh_sinh]
  field_simp

/-- Twice `√(E/2)` equals `√(2E)`, with Lean's real square root, which is zero on negative numbers.
-/
theorem two_mul_sqrt_half (E : ℝ) : 2 * √(E / 2) = √(2 * E) := by
  rw [show 2 * E = 2 ^ 2 * (E / 2) by ring, Real.sqrt_mul (by positivity),
    Real.sqrt_sq (by norm_num)]

/-- For `E > 0` and `h > 0` the decay rate lies strictly between the gap-over-width rate and
the continuum value `√(2E)`. -/
theorem rate_bounds (hE : 0 < E) (hh : 0 < h) :
    gapRate E h < rate E h ∧ rate E h < √(2 * E) := by
  obtain ⟨hr, hc⟩ := cosh_rate hE hh
  have hx := mul_pos hh hr
  constructor
  · rw [gapRate, div_lt_iff₀ hh, ← hc, Real.log_lt_iff_lt_exp (Real.cosh_pos _), Real.cosh_eq,
      mul_comm (rate E h) h]
    have : Real.exp (-(h * rate E h)) < Real.exp (h * rate E h) :=
      Real.exp_lt_exp.2 (by linarith)
    linarith
  · have hp : 0 < h * √(E / 2) := by positivity
    have a : Real.arsinh (h * √(E / 2)) < h * √(E / 2) := by
      have := Real.self_lt_sinh_iff.2 (Real.arsinh_pos_iff.2 hp)
      rwa [Real.sinh_arsinh] at this
    rw [rate_eq_arsinh hE hh, div_lt_iff₀ hh, ← two_mul_sqrt_half E]
    linarith

/-- For fixed `E > 0`, as the spacing tends to zero from above, the decay rate tends to `√(2E)`
while the gap-over-width rate tends to zero. -/
theorem continuum_limit (hE : 0 < E) :
    Tendsto (rate E) (𝓝[>] 0) (𝓝 √(2 * E)) ∧ Tendsto (gapRate E) (𝓝[>] 0) (𝓝 0) := by
  constructor
  · -- the limit is the slope of `2 arsinh(h √(E/2))` at `h = 0`
    have d : HasDerivAt (fun t : ℝ => 2 * Real.arsinh (t * √(E / 2))) √(2 * E) 0 :=
      (((hasDerivAt_id' (0 : ℝ)).mul_const √(E / 2)).arsinh.const_mul 2).congr_deriv (by
        rw [← two_mul_sqrt_half E]
        simp)
    refine d.tendsto_slope_zero_right.congr' ?_
    filter_upwards [self_mem_nhdsWithin] with t ht
    rw [rate_eq_arsinh hE ht]
    simp only [zero_add, zero_mul, Real.arsinh_zero, mul_zero, sub_zero, smul_eq_mul]
    ring
  · -- the logarithm is at most `E h²`, so the rate is at most `E h`
    have c : Continuous fun t : ℝ => E * t := by fun_prop
    have l : Tendsto (fun t : ℝ => E * t) (𝓝 0) (𝓝 (E * 0)) := c.tendsto 0
    rw [mul_zero] at l
    refine squeeze_zero' ?_ ?_ (l.mono_left nhdsWithin_le_nhds)
    · filter_upwards [self_mem_nhdsWithin] with t ht
      have ht' : 0 < t := ht
      have : 0 ≤ E * t ^ 2 := by positivity
      exact div_nonneg (Real.log_nonneg (by linarith)) ht'.le
    · filter_upwards [self_mem_nhdsWithin] with t ht
      have ht' : 0 < t := ht
      have := Real.log_le_sub_one_of_pos (by positivity : 0 < 1 + E * t ^ 2)
      rw [gapRate, div_le_iff₀ ht']
      linarith

end

end StencilDecay
```

```lean
#print axioms StencilDecay.kinetic_planeWave
-- 'StencilDecay.kinetic_planeWave' depends on axioms: [propext, Classical.choice, Quot.sound]
#print axioms StencilDecay.green_equation
-- 'StencilDecay.green_equation' depends on axioms: [propext, Classical.choice, Quot.sound]
#print axioms StencilDecay.rate_bounds
-- 'StencilDecay.rate_bounds' depends on axioms: [propext, Classical.choice, Quot.sound]
#print axioms StencilDecay.continuum_limit
-- 'StencilDecay.continuum_limit' depends on axioms: [propext, Classical.choice, Quot.sound]
```

## Algebra, three cases and a slope

In `shifted_band`, the bounds on the cosine put every energy in the interval; conversely, `Real.arccos` supplies an angle for each energy in it.

`one_lt_sqrt_cond` provides $s>1$, from which `cosh_rate` obtains $0<q<1$. Its fact `key` is $Eh^2(s^2-1)=2$. Once the mean of $q$ and $1/q$ is over a common denominator, `linear_combination` closes the goal from `key`.

`green_equation` splits into $j<0$, $j=0$ and $j>0$, which resolves the absolute values. The local lemma `step` is the neighbour calculation away from the source and serves both signs of $j$. At $j=0$, the exponential forms of $\cosh$ and $\sinh$ combine with $C\sinh(hr)=h^2$ to produce the 1.

`rate_eq_arsinh` compares the squares of two nonnegative numbers to find $\sinh(hr/2)$, then inverts. `rate_bounds` uses $y<\sinh y$ at $y=\operatorname{arsinh}(h\sqrt{E/2})$ for the upper bound and $e^{-hr}<e^{hr}$ for the lower one; `two_mul_sqrt_half` identifies $2\sqrt{E/2}$ with $\sqrt{2E}$.

In `continuum_limit`, `HasDerivAt` records the slope of $2\operatorname{arsinh}(t\sqrt{E/2})$ at $t=0$. Its difference quotient agrees with `rate E t` for $t>0$, which gives the first limit. The second is the squeeze between $0$ and $Et$, carried out by `squeeze_zero'`.
